# Self-absorption damps white lines in a uniform sample, and the absolute thick-sample signal restores them

An X-ray beam enters a sample, and the fluorescence that follows core-level absorption is detected. At a white line, the strong absorption peak near an edge, more photons are absorbed per unit depth, but the beam also penetrates less deeply. The fluorescence peak is therefore lower, relative to its surroundings, than the absorption peak. How much lower is it, and can the true height be recovered?

## Damping and recovery from one exponential integral

Let $a>0$ be the absorption coefficient of the fluorescing core level, and let $b$ collect all other attenuation, incoming and outgoing. With depth $z$ measured along the incoming beam, and with yield and detector factors assumed constant across the line and set to one, a slab of thickness $d$ gives

$$S_d(a)=\int_0^d a\,e^{-(a+b)z}\,dz=\frac{a}{a+b}\left(1-e^{-(a+b)d}\right),$$

because $-\frac{a}{a+b}e^{-(a+b)z}$ is an antiderivative of the integrand. The derivative in $d$ at $d=0$ is the integrand at $z=0$, namely $a$: a thin sample shows the undistorted absorption. As $d\to\infty$ the exponential vanishes, so the thick-sample signal is $I(a)=a/(a+b)$.

Now take $a_2>a_1>0$, $b\ge0$ and $d>0$. The signal increases with $a$: the prefactor does not decrease, since $a_2(a_1+b)-a_1(a_2+b)=b(a_2-a_1)\ge0$, and $1-e^{-(a+b)d}$ increases strictly. For the upper bound, write $S_d(a)=a\,J(a)$ with $J(a)=\int_0^d e^{-(a+b)z}dz$. The integrand of $J$ is smaller for $a_2$ at every $z>0$, so $J(a_2)<J(a_1)$ and

$$1<\frac{S_d(a_2)}{S_d(a_1)}=\frac{a_2}{a_1}\frac{J(a_2)}{J(a_1)}<\frac{a_2}{a_1}.$$

For a thick sample with $b>0$,

$$\frac{I(a_2)}{I(a_1)}=\frac{a_2}{a_1}\,\frac{a_1+b}{a_2+b}.$$

The last factor is below one, and the whole ratio exceeds one because $b(a_2-a_1)>0$.

To invert, write $I(a)(a+b)=a$ as $a(1-I(a))=b\,I(a)$. Since $1-I(a)=b/(a+b)>0$, division gives $a=bI(a)/(1-I(a))$. Dividing this relation for $a_2$ by that for $a_1$ cancels $b$. With $I_i=I(a_i)$,

$$\frac{a_2}{a_1}=\frac{I_2(1-I_1)}{I_1(1-I_2)}.$$

This formula invites a mistake: inserting raw detector counts. An unknown common scale factor does not cancel from $1-I_1$ and $1-I_2$, so the signals must be on the absolute scale where $I=a/(a+b)$.

## The two signals as Lean integrals

```lean
import Mathlib

open Filter Topology

namespace FluorescenceSelfAbsorption

noncomputable section
```

Coefficients, depth and thickness are real numbers, without units. The slab signal is an integral between two endpoints.

```lean
/-- Fluorescence signal of a slab of thickness `d`: the layer at depth `z` contributes
`a * exp (-(a + b) * z)`, where `a` is the absorption coefficient of the fluorescing
core level and `b` collects all other attenuation. -/
def slabFluorescence (a b d : ℝ) : ℝ :=
  ∫ z in (0 : ℝ)..d, a * Real.exp (-(a + b) * z)
```

The thick signal integrates over `Set.Ioi 0`, the half-line $z>0$.

```lean
/-- Fluorescence signal of an infinitely thick sample. -/
def thickFluorescence (a b : ℝ) : ℝ :=
  ∫ z in Set.Ioi (0 : ℝ), a * Real.exp (-(a + b) * z)
```

Both definitions assume a homogeneous sample and purely exponential attenuation. The comparisons below also use the same $b$ for both absorption coefficients, which idealises a background varying slowly across the line.

## Closed form, thin limit and thick limit

`hF` verifies the antiderivative, and the fundamental theorem of calculus evaluates it at the endpoints.

```lean
/-- Closed form of the fluorescence signal of a slab of thickness `d`. -/
theorem slabFluorescence_eq {a b : ℝ} (hab : 0 < a + b) (d : ℝ) :
    slabFluorescence a b d = a / (a + b) * (1 - Real.exp (-(a + b) * d)) := by
  have hc : a / (a + b) * (a + b) = a := div_mul_cancel₀ _ hab.ne'
  -- an explicit antiderivative of the depth profile
  have hF : ∀ z : ℝ, HasDerivAt (fun z : ℝ => -(a / (a + b)) * Real.exp (-(a + b) * z))
      (a * Real.exp (-(a + b) * z)) z := by
    intro z
    have h := (((hasDerivAt_id' z).const_mul (-(a + b))).exp).const_mul (-(a / (a + b)))
    exact h.congr_deriv (by linear_combination Real.exp (-(a + b) * z) * hc)
  rw [slabFluorescence, intervalIntegral.integral_eq_sub_of_hasDerivAt (fun z _ => hF z)
    (Continuous.intervalIntegrable (by fun_prop) _ _)]
  simp only [mul_zero, Real.exp_zero]
  ring
```

The thin limit differentiates the integral with respect to its upper endpoint and needs no sign condition.

```lean
/-- Thin-sample limit: at zero thickness the signal grows with thickness at the rate `a`. -/
theorem slabFluorescence_thin (a b : ℝ) :
    HasDerivAt (fun d => slabFluorescence a b d) a 0 := by
  have hf : Continuous (fun z : ℝ => a * Real.exp (-(a + b) * z)) := by fun_prop
  have h := (hf.integral_hasStrictDerivAt 0 0).hasDerivAt
  exact h.congr_deriv (by simp)
```

For $a+b>0$ the integrand is integrable on the half-line, so the slab signals converge to the thick one.

```lean
/-- As the slab grows thicker, its signal tends to that of the infinitely thick sample. -/
theorem slabFluorescence_tendsto_thick {a b : ℝ} (hab : 0 < a + b) :
    Tendsto (fun d => slabFluorescence a b d) atTop (𝓝 (thickFluorescence a b)) := by
  have hi : MeasureTheory.IntegrableOn
      (fun z : ℝ => a * Real.exp (-(a + b) * z)) (Set.Ioi 0) :=
    (exp_neg_integrableOn_Ioi 0 hab).const_mul a
  exact MeasureTheory.intervalIntegral_tendsto_integral_Ioi 0 hi tendsto_id
```

The closed form also converges, to $a/(a+b)$; uniqueness of limits identifies the two.

```lean
/-- The thick-sample signal equals `a / (a + b)`, the ratio of `a` to the total attenuation `a + b`.
-/
theorem thickFluorescence_eq {a b : ℝ} (hab : 0 < a + b) :
    thickFluorescence a b = a / (a + b) := by
  -- the exponential term dies out with thickness
  have h0 : Tendsto (fun d : ℝ => Real.exp (-(a + b) * d)) atTop (𝓝 0) :=
    Real.tendsto_exp_atBot.comp
      (tendsto_id.const_mul_atTop_of_neg (by linarith : -(a + b) < 0))
  have h1 := (h0.const_sub 1).const_mul (a / (a + b))
  rw [sub_zero, mul_one] at h1
  exact tendsto_nhds_unique (slabFluorescence_tendsto_thick hab)
    (h1.congr (fun d => (slabFluorescence_eq hab d).symm))
```

## Damping at finite and infinite thickness

In the monotonicity proof, `h1` compares the prefactors and `h2` the exponentials; the `calc` block changes one factor at a time.

```lean
/-- At any fixed positive thickness the signal increases strictly with the absorption coefficient.
-/
theorem slabFluorescence_strictMonoOn {b d : ℝ} (hb : 0 ≤ b) (hd : 0 < d) :
    StrictMonoOn (fun a => slabFluorescence a b d) (Set.Ioi 0) := by
  intro x hx y hy hxy
  have hx' : 0 < x := hx
  have hy' : 0 < y := hy
  have hxb : 0 < x + b := by linarith
  have hyb : 0 < y + b := by linarith
  show slabFluorescence x b d < slabFluorescence y b d
  rw [slabFluorescence_eq hxb, slabFluorescence_eq hyb]
  have h1 : x / (x + b) ≤ y / (y + b) := by
    rw [div_le_div_iff₀ hxb hyb]
    nlinarith [mul_le_mul_of_nonneg_left hxy.le hb]
  have h2 : Real.exp (-(y + b) * d) < Real.exp (-(x + b) * d) :=
    Real.exp_lt_exp.mpr (by nlinarith [mul_pos (sub_pos.mpr hxy) hd])
  have h3 : Real.exp (-(y + b) * d) < 1 :=
    Real.exp_lt_one_iff.mpr (by nlinarith [mul_pos hyb hd])
  calc x / (x + b) * (1 - Real.exp (-(x + b) * d))
      < x / (x + b) * (1 - Real.exp (-(y + b) * d)) :=
        mul_lt_mul_of_pos_left (by linarith) (div_pos hx' hxb)
    _ ≤ y / (y + b) * (1 - Real.exp (-(y + b) * d)) :=
        mul_le_mul_of_nonneg_right h1 (by linarith)
```

Next, `hJ` is the inequality $J(a_2)<J(a_1)$, obtained from a pointwise comparison that is strict at $z=d$, and `e` is the factorisation $S_d(a)=aJ(a)$.

```lean
/-- White-line damping at any finite positive thickness: the stronger absorption gives the stronger
signal, but the signal ratio is smaller than the ratio of absorption coefficients. -/
theorem slab_whiteLine_damped {a₁ a₂ b d : ℝ} (h₁ : 0 < a₁) (h₁₂ : a₁ < a₂)
    (hb : 0 ≤ b) (hd : 0 < d) :
    1 < slabFluorescence a₂ b d / slabFluorescence a₁ b d ∧
      slabFluorescence a₂ b d / slabFluorescence a₁ b d < a₂ / a₁ := by
  have h₂ : 0 < a₂ := h₁.trans h₁₂
  have hs : 0 < a₁ + b := by linarith
  have hpos : 0 < slabFluorescence a₁ b d := by
    rw [slabFluorescence_eq hs]
    exact mul_pos (div_pos h₁ hs)
      (sub_pos.mpr (Real.exp_lt_one_iff.mpr (by nlinarith [mul_pos hs hd])))
  have hlt : ∀ z : ℝ, 0 < z → Real.exp (-(a₂ + b) * z) < Real.exp (-(a₁ + b) * z) :=
    fun z hz => Real.exp_lt_exp.mpr (by nlinarith [mul_pos (sub_pos.mpr h₁₂) hz])
  -- stronger absorption shortens the probed depth
  have hJ : (∫ z in (0 : ℝ)..d, Real.exp (-(a₂ + b) * z)) <
      ∫ z in (0 : ℝ)..d, Real.exp (-(a₁ + b) * z) :=
    intervalIntegral.integral_lt_integral_of_continuousOn_of_le_of_exists_lt hd
      (Continuous.continuousOn (by fun_prop)) (Continuous.continuousOn (by fun_prop))
      (fun z hz => (hlt z hz.1).le) ⟨d, ⟨hd.le, le_rfl⟩, hlt d hd⟩
  have e : ∀ a : ℝ, slabFluorescence a b d =
      a * ∫ z in (0 : ℝ)..d, Real.exp (-(a + b) * z) :=
    fun a => intervalIntegral.integral_const_mul _ _
  refine ⟨(one_lt_div hpos).mpr (slabFluorescence_strictMonoOn hb hd h₁ h₂ h₁₂), ?_⟩
  rw [div_lt_div_iff₀ hpos h₁, e a₂, e a₁]
  nlinarith [mul_lt_mul_of_pos_left hJ (mul_pos h₂ h₁)]
```

The thick-sample theorem requires $b>0$: at $b=0$ every absorbed photon counts, both signals equal one, and the contrast is lost.

```lean
/-- White-line damping in a thick sample: the signal ratio is the absorption ratio times
`(a₁ + b) / (a₂ + b)`, and it lies strictly between one and the absorption ratio. -/
theorem thick_whiteLine_damped {a₁ a₂ b : ℝ} (h₁ : 0 < a₁) (h₁₂ : a₁ < a₂) (hb : 0 < b) :
    thickFluorescence a₂ b / thickFluorescence a₁ b =
        a₂ / a₁ * ((a₁ + b) / (a₂ + b)) ∧
      1 < thickFluorescence a₂ b / thickFluorescence a₁ b ∧
      thickFluorescence a₂ b / thickFluorescence a₁ b < a₂ / a₁ := by
  have h₂ : 0 < a₂ := h₁.trans h₁₂
  have hs₁ : 0 < a₁ + b := by linarith
  have hs₂ : 0 < a₂ + b := by linarith
  have hr : thickFluorescence a₂ b / thickFluorescence a₁ b =
      a₂ / a₁ * ((a₁ + b) / (a₂ + b)) := by
    rw [thickFluorescence_eq hs₁, thickFluorescence_eq hs₂, div_div_div_eq,
      div_mul_div_comm, mul_comm (a₂ + b) a₁]
  refine ⟨hr, ?_, ?_⟩
  · rw [thickFluorescence_eq hs₁, thickFluorescence_eq hs₂, one_lt_div (div_pos h₁ hs₁),
      div_lt_div_iff₀ hs₁ hs₂]
    nlinarith [mul_pos (sub_pos.mpr h₁₂) hb]
  · rw [hr]
    exact mul_lt_of_lt_one_right (div_pos h₂ h₁) ((div_lt_one hs₂).mpr (by linarith))
```

## Recovering the coefficient and the contrast

Here `hq` is $I(a)(a+b)=a$, and `hI` makes the denominator positive.

```lean
/-- Self-absorption correction: the thick-sample signal is below one, and the absorption
coefficient is recovered from it and `b`. -/
theorem absorption_recovered {a b : ℝ} (ha : 0 < a) (hb : 0 < b) :
    thickFluorescence a b < 1 ∧
      a = b * thickFluorescence a b / (1 - thickFluorescence a b) := by
  have hs : 0 < a + b := add_pos ha hb
  have hI : thickFluorescence a b < 1 := by
    rw [thickFluorescence_eq hs, div_lt_one hs]
    linarith
  have hq : thickFluorescence a b * (a + b) = a := by
    rw [thickFluorescence_eq hs, div_mul_cancel₀ _ hs.ne']
  refine ⟨hI, ?_⟩
  rw [eq_div_iff (sub_pos.mpr hI).ne']
  linear_combination -hq
```

The final step multiplies the recovery relation for $a_2$ by $I_1$ and that for $a_1$ by $I_2$, then subtracts, which eliminates $b$.

```lean
/-- The ratio of two absorption coefficients is given by the two thick-sample signals
through a formula in which `b` enters only via the signals. -/
theorem contrast_recovered {a₁ a₂ b : ℝ} (h₁ : 0 < a₁) (h₂ : 0 < a₂) (hb : 0 < b) :
    a₂ / a₁ = thickFluorescence a₂ b * (1 - thickFluorescence a₁ b) /
      (thickFluorescence a₁ b * (1 - thickFluorescence a₂ b)) := by
  obtain ⟨l₁, r₁⟩ := absorption_recovered h₁ hb
  obtain ⟨l₂, r₂⟩ := absorption_recovered h₂ hb
  have hp : 0 < thickFluorescence a₁ b := by
    rw [thickFluorescence_eq (add_pos h₁ hb)]
    exact div_pos h₁ (add_pos h₁ hb)
  have e₁ := (eq_div_iff (sub_pos.mpr l₁).ne').mp r₁
  have e₂ := (eq_div_iff (sub_pos.mpr l₂).ne').mp r₂
  rw [div_eq_div_iff h₁.ne' (mul_pos hp (sub_pos.mpr l₂)).ne']
  -- eliminate `b` between the two recovery relations
  linear_combination thickFluorescence a₁ b * e₂ - thickFluorescence a₂ b * e₁

end

end FluorescenceSelfAbsorption
```

```lean
#print axioms FluorescenceSelfAbsorption.slabFluorescence_thin
-- 'FluorescenceSelfAbsorption.slabFluorescence_thin' depends on axioms: [propext, Classical.choice, Quot.sound]
#print axioms FluorescenceSelfAbsorption.slab_whiteLine_damped
-- 'FluorescenceSelfAbsorption.slab_whiteLine_damped' depends on axioms: [propext, Classical.choice, Quot.sound]
#print axioms FluorescenceSelfAbsorption.thick_whiteLine_damped
-- 'FluorescenceSelfAbsorption.thick_whiteLine_damped' depends on axioms: [propext, Classical.choice, Quot.sound]
#print axioms FluorescenceSelfAbsorption.contrast_recovered
-- 'FluorescenceSelfAbsorption.contrast_recovered' depends on axioms: [propext, Classical.choice, Quot.sound]
```

For a thick homogeneous sample with constant $b$ and constant fluorescence yield, a computed core-level absorption spectrum should thus be compared with the corrected fluorescence signal, or be damped in the same way first.
